# Direct and Pauli relativistic corrections differ by a residual term in finite matrix models

Q: An electron moves in a potential \(V\), and I have an approximate nonrelativistic state \(\psi\) with a trial energy \(E\). I want the leading relativistic correction, of order \(c^{-2}\). Direct perturbation theory and the Pauli Hamiltonian give different-looking expressions. Do they agree for my inexact \(\psi\)?

A: In general they don't, but the difference is known. Use units with \(\hbar=m=1\), write \(K\) for \(\sigma\cdot p\), and set \(H=K^2/2+V\) and \(\rho=(H-E)\psi\). For Hermitian matrices \(K,V\) and real \(E\),
\[
\tfrac14\langle K\psi,(V-E)K\psi\rangle=-\tfrac18\langle\psi,K^4\psi\rangle-\tfrac18\langle\psi,[K,[K,V]]\psi\rangle+\tfrac14\mathrm{Re}\langle K^2\psi,\rho\rangle .
\]
For normalised \(\psi\), the left side is the coefficient of \(c^{-2}\) in the direct correction. The first two terms on the right are the coefficient from the Pauli Hamiltonian: mass–velocity, then Darwin and spin–orbit together. For a one-electron matrix model, this says how an unconverged vector or energy makes the two computed corrections disagree.

Q: Where does the direct expression come from?

A: From the Dirac equation with the rest energy subtracted, for a large component \(\varphi\) and a small component \(s\):
\[
V\varphi+cKs=E\varphi,\qquad cK\varphi+(V-2c^2)s=Es .
\]
Here \(E\) is the Dirac energy. Let \(H\psi=E_0\psi\). Projecting the upper equation on \(\psi\), the lower on \(K\psi\), and the nonrelativistic equation on \(\varphi\) gives
\[
\begin{aligned}
c\langle K\psi,s\rangle&=E\langle\psi,\varphi\rangle-\langle\psi,V\varphi\rangle,\\
\langle K\psi,(V-E)s\rangle&=2c^2\langle K\psi,s\rangle-c\langle K\psi,K\varphi\rangle,\\
\tfrac12\langle K\psi,K\varphi\rangle+\langle\psi,V\varphi\rangle&=E_0\langle\psi,\varphi\rangle .
\end{aligned}
\]
Insert the first line into the second, then use the third:
\[
2c(E-E_0)\langle\psi,\varphi\rangle=\langle K\psi,(V-E)s\rangle .
\]
For large \(c\), put \(\varphi\approx\psi\), \(s\approx K\psi/(2c)\) and \(E\approx E_0\) on the right. With \(\psi\) normalised, \(E-E_0\approx\langle K\psi,(V-E_0)K\psi\rangle/(4c^2)\). If \(E_0\) is degenerate, \(\psi\) must be the eigenvector that \(\varphi\) approaches. This last step is a heuristic expansion; the Lean theorem is the relation at fixed \(c\).

Q: And the comparison with Pauli?

A: Expand the double commutator:
\[
[K,[K,V]]=K^2V-2KVK+VK^2 .
\]
Since \(K^2H+HK^2=K^4+K^2V+VK^2\), it follows that
\[
2KVK+K^4+[K,[K,V]]=K^2H+HK^2 .
\]
Take the expectation value in \(\psi\). By hermiticity the right side is \(2\,\mathrm{Re}\langle K^2\psi,H\psi\rangle\). Substituting \(H\psi=E\psi+\rho\) turns it into
\[
2E\langle K\psi,K\psi\rangle+2\,\mathrm{Re}\langle K^2\psi,\rho\rangle .
\]
Move the \(E\) term and the two Pauli terms across and divide by 8. That is the claimed equation.

Q: Now convince me that the Lean objects mean this. What is a state, and what is an inner product?

A: A state is a function `n → ℂ` on a finite index type, so it is a list of coefficients in an orthonormal basis. The inner product is `star x ⬝ᵥ y`, conjugate-linear in the first argument, and `*ᵥ` applies a matrix to a vector.

```lean
import Mathlib

open Matrix

namespace DirectPerturbationTheory

noncomputable section

variable {n : Type*} [Fintype n]
```

The first lemma moves a Hermitian matrix across the inner product. The projections of the upper Dirac equation and of the nonrelativistic equation above use this step.

```lean
/-- A Hermitian matrix can be moved from one side of the inner product to the other. -/
theorem hermitian_move {A : Matrix n n ℂ} (hA : A.IsHermitian) (x y : n → ℂ) :
    star (A *ᵥ x) ⬝ᵥ y = star x ⬝ᵥ (A *ᵥ y) := by
  rw [Matrix.star_mulVec, hA.eq, ← Matrix.dotProduct_mulVec]
```

Next come the Hamiltonian and the residual. The same real `E` enters the residual and the direct correction.

```lean
variable [DecidableEq n]

/-- The nonrelativistic Hamiltonian `K² / 2 + V`, where `K` stands for `σ·p`. -/
def hamiltonian (K V : Matrix n n ℂ) : Matrix n n ℂ := (1 / 2 : ℂ) • K ^ 2 + V

/-- The residual `(K² / 2 + V - E) ψ` of a trial vector `ψ` at trial energy `E`. -/
def residual (K V : Matrix n n ℂ) (E : ℝ) (ψ : n → ℂ) : n → ℂ :=
  hamiltonian K V *ᵥ ψ - (E : ℂ) • ψ

/-- The double commutator `[K, [K, V]]`. -/
def doubleComm (K V : Matrix n n ℂ) : Matrix n n ℂ :=
  K * (K * V - V * K) - (K * V - V * K) * K
```

Q: Are the two corrections derived or declared?

A: They are declared, as the coefficients of \(c^{-2}\). Neither definition normalises \(\psi\); for a nonzero unnormalised vector, divide both corrections and the residual term by \(\langle\psi,\psi\rangle\).

```lean
/-- The coefficient of `c⁻²` in direct perturbation theory, `⟨Kψ, (V - E) Kψ⟩ / 4`. -/
def directCorrection (K V : Matrix n n ℂ) (E : ℝ) (ψ : n → ℂ) : ℂ :=
  star (K *ᵥ ψ) ⬝ᵥ (V *ᵥ (K *ᵥ ψ) - (E : ℂ) • (K *ᵥ ψ)) / 4

/-- The coefficient of `c⁻²` from the Pauli Hamiltonian,
`-⟨ψ, K⁴ ψ⟩ / 8 - ⟨ψ, [K, [K, V]] ψ⟩ / 8`. -/
def pauliCorrection (K V : Matrix n n ℂ) (ψ : n → ℂ) : ℂ :=
  -(star ψ ⬝ᵥ (K ^ 4 *ᵥ ψ)) / 8 - star ψ ⬝ᵥ (doubleComm K V *ᵥ ψ) / 8
```

The Dirac equation is a pair of vector equations, one for each component.

```lean
/-- The Dirac equation for a large component `φ` and a small component `s`, in units of the
electron mass and with the rest energy subtracted from `E`. -/
def DiracEquation (K V : Matrix n n ℂ) (c E : ℝ) (φ s : n → ℂ) : Prop :=
  V *ᵥ φ + (c : ℂ) • (K *ᵥ s) = (E : ℂ) • φ ∧
  (c : ℂ) • (K *ᵥ φ) + (V *ᵥ s - (2 * (c : ℂ) ^ 2) • s) = (E : ℂ) • s
```

Q: Nothing there says that \(K\) is \(\sigma\cdot p\).

A: Correct. `K` is any Hermitian matrix, and the algebra needs no more. The idealisation lies in the finite dimension: unbounded operators and their domains, including those for a point nucleus, are not covered. Also, if `K` is the matrix of \(\sigma\cdot p\) in a truncated basis, `K ^ 2` need not be the matrix of \(p^2\). Both components use the same index type, and there is no electron–electron interaction.

Q: Then take me through the proofs, starting with the energy shift.

A: Hermiticity of \(H\) comes first, because the nonrelativistic equation is projected on \(\varphi\).

```lean
/-- The nonrelativistic Hamiltonian is Hermitian when `K` and `V` are. -/
theorem hamiltonian_isHermitian {K V : Matrix n n ℂ} (hK : K.IsHermitian)
    (hV : V.IsHermitian) : (hamiltonian K V).IsHermitian := by
  simp [Matrix.IsHermitian, hamiltonian, Matrix.conjTranspose_pow, hK.eq, hV.eq]
```

In `dirac_energy_shift`, the facts `u`, `l` and `z` are the three projections: upper, lower and nonrelativistic. The `simp only` calls move \(K\) and \(H\) across the inner products, and `linear_combination` performs the elimination. The theorem does not divide by \(\langle\psi,\varphi\rangle\), so it also holds when that overlap vanishes.

```lean
/-- Exact relation between a Dirac energy `E` and a nonrelativistic energy `E₀`:
`2c (E - E₀) ⟨ψ, φ⟩ = ⟨Kψ, (V - E) s⟩`. -/
theorem dirac_energy_shift {K V : Matrix n n ℂ} (hK : K.IsHermitian) (hV : V.IsHermitian)
    {c E E₀ : ℝ} {ψ φ s : n → ℂ} (hψ : hamiltonian K V *ᵥ ψ = (E₀ : ℂ) • ψ)
    (hD : DiracEquation K V c E φ s) :
    2 * (c : ℂ) * ((E : ℂ) - E₀) * (star ψ ⬝ᵥ φ) =
      star (K *ᵥ ψ) ⬝ᵥ (V *ᵥ s - (E : ℂ) • s) := by
  -- project the upper equation on ψ and the lower one on Kψ
  have u := congrArg (fun v => star ψ ⬝ᵥ v) hD.1
  have l := congrArg (fun v => star (K *ᵥ ψ) ⬝ᵥ v) hD.2
  -- project the nonrelativistic equation on φ
  have z := congrArg (fun v => star v ⬝ᵥ φ) hψ
  simp only [hermitian_move (hamiltonian_isHermitian hK hV), star_smul, smul_dotProduct,
    smul_eq_mul, Complex.star_def, Complex.conj_ofReal] at z
  simp only [hamiltonian, Matrix.add_mulVec, Matrix.smul_mulVec, sq, ← Matrix.mulVec_mulVec,
    dotProduct_add, dotProduct_smul, smul_eq_mul] at z
  simp only [dotProduct_add, dotProduct_smul, smul_eq_mul] at u
  simp only [hermitian_move hK, Matrix.mulVec_add, Matrix.mulVec_sub, Matrix.mulVec_smul,
    dotProduct_add, dotProduct_sub, dotProduct_smul, smul_eq_mul] at l
  simp only [hermitian_move hK, Matrix.mulVec_sub, Matrix.mulVec_smul,
    dotProduct_sub, dotProduct_smul, smul_eq_mul]
  linear_combination (-2 * (c : ℂ)) * u - l + 2 * (c : ℂ) * z
```

The operator identity needs no hermiticity. Its proof expands the products and compares terms without commuting any matrices.

```lean
/-- Operator identity `2 KVK + K⁴ + [K, [K, V]] = K² H + H K²` with `H = K² / 2 + V`. -/
theorem operator_identity (K V : Matrix n n ℂ) :
    K * (V * K) + K * (V * K) + K ^ 4 + doubleComm K V =
      K ^ 2 * hamiltonian K V + hamiltonian K V * K ^ 2 := by
  have h4 : K ^ 4 = K * (K * (K * K)) := by noncomm_ring
  simp only [h4, doubleComm, hamiltonian, sq, mul_add, add_mul, mul_sub, sub_mul,
    smul_mul_assoc, mul_smul_comm, mul_assoc]
  module
```

Q: Where does the real part enter the main theorem?

A: Through `r`, which says that a number plus its conjugate is twice its real part. The fact `m` is the expectation value of the operator identity; `a` and `b` expand the residual overlap and its conjugate. Because `E` is real, it appears unchanged in both. The last line adds `m` and `r` and subtracts `a` and `b`, each with weight one eighth, which matches the division by 8 in the derivation. The equation is between complex numbers, with the real part regarded as a complex number.

```lean
/-- For any vector `ψ` and real energy `E`, the direct correction equals the Pauli correction
plus the residual term `Re ⟨K² ψ, ρ⟩ / 4`. -/
theorem direct_eq_pauli_add_residual {K V : Matrix n n ℂ} (hK : K.IsHermitian)
    (hV : V.IsHermitian) (E : ℝ) (ψ : n → ℂ) :
    directCorrection K V E ψ = pauliCorrection K V ψ +
      ((star (K ^ 2 *ᵥ ψ) ⬝ᵥ residual K V E ψ).re : ℂ) / 4 := by
  have hH := hamiltonian_isHermitian hK hV
  have hK2 : (K ^ 2).IsHermitian := hK.pow 2
  -- expectation value of the operator identity
  have m := congrArg (fun M => star ψ ⬝ᵥ (M *ᵥ ψ)) (operator_identity K V)
  simp only [Matrix.add_mulVec, dotProduct_add] at m
  have hx : star (K *ᵥ ψ) ⬝ᵥ (V *ᵥ (K *ᵥ ψ)) = star ψ ⬝ᵥ ((K * (V * K)) *ᵥ ψ) := by
    simp only [hermitian_move hK, Matrix.mulVec_mulVec]
  have hk : star (K *ᵥ ψ) ⬝ᵥ (K *ᵥ ψ) = star ψ ⬝ᵥ (K ^ 2 *ᵥ ψ) := by
    simp only [hermitian_move hK, Matrix.mulVec_mulVec, sq]
  -- the residual overlap and its complex conjugate
  have a : star (K ^ 2 *ᵥ ψ) ⬝ᵥ residual K V E ψ =
      star ψ ⬝ᵥ ((K ^ 2 * hamiltonian K V) *ᵥ ψ) - E * (star ψ ⬝ᵥ (K ^ 2 *ᵥ ψ)) := by
    simp only [residual, hermitian_move hK2, Matrix.mulVec_sub, Matrix.mulVec_smul,
      dotProduct_sub, dotProduct_smul, smul_eq_mul, Matrix.mulVec_mulVec]
  have b : star (residual K V E ψ) ⬝ᵥ (K ^ 2 *ᵥ ψ) =
      star ψ ⬝ᵥ ((hamiltonian K V * K ^ 2) *ᵥ ψ) - E * (star ψ ⬝ᵥ (K ^ 2 *ᵥ ψ)) := by
    simp only [residual, star_sub, star_smul, sub_dotProduct, smul_dotProduct, smul_eq_mul,
      hermitian_move hH, Matrix.mulVec_mulVec, Complex.star_def, Complex.conj_ofReal]
  have r := Complex.add_conj (star (K ^ 2 *ᵥ ψ) ⬝ᵥ residual K V E ψ)
  rw [← Complex.star_def, ← Matrix.star_dotProduct] at r
  push_cast at r
  simp only [directCorrection, pauliCorrection, dotProduct_sub, dotProduct_smul,
    smul_eq_mul, hx, hk]
  linear_combination m / 8 + r / 8 - a / 8 - b / 8
```

Q: So agreement doesn't require \(\rho=0\)?

A: It requires only \(\mathrm{Re}\langle K^2\psi,\rho\rangle=0\). The criterion follows by cancelling the Pauli correction.

```lean
/-- The two corrections agree exactly when the real part of `⟨K² ψ, ρ⟩` vanishes. -/
theorem direct_eq_pauli_iff {K V : Matrix n n ℂ} (hK : K.IsHermitian)
    (hV : V.IsHermitian) (E : ℝ) (ψ : n → ℂ) :
    directCorrection K V E ψ = pauliCorrection K V ψ ↔
      (star (K ^ 2 *ᵥ ψ) ⬝ᵥ residual K V E ψ).re = 0 := by
  rw [direct_eq_pauli_add_residual hK hV]
  constructor
  · intro h
    have h0 : ((star (K ^ 2 *ᵥ ψ) ⬝ᵥ residual K V E ψ).re : ℂ) = 0 := by
      linear_combination 4 * h
    exact_mod_cast h0
  · intro h
    rw [h]
    simp
```

For an eigenvector with its own eigenvalue as `E`, the residual is zero and the corrections coincide.

```lean
/-- For an exact eigenvector of the nonrelativistic Hamiltonian the direct and the Pauli
corrections coincide. -/
theorem direct_eq_pauli_of_eigenvector {K V : Matrix n n ℂ} (hK : K.IsHermitian)
    (hV : V.IsHermitian) {E : ℝ} {ψ : n → ℂ}
    (hψ : hamiltonian K V *ᵥ ψ = (E : ℂ) • ψ) :
    directCorrection K V E ψ = pauliCorrection K V ψ := by
  rw [direct_eq_pauli_iff hK hV, residual, hψ]
  simp
```

Q: Can you show me a case where all the assumptions are met, and one where the corrections differ?

A: Two levels suffice for both. Take \(K=\begin{pmatrix}0&1\\1&0\end{pmatrix}\) and \(V=\mathrm{diag}(2/3,0)\), so that \(K^2=1\).

```lean
/-- The matrix `K` of a two-level model. -/
def modelK : Matrix (Fin 2) (Fin 2) ℂ := !![0, 1; 1, 0]

/-- The potential of the two-level model. -/
def modelV : Matrix (Fin 2) (Fin 2) ℂ := !![2 / 3, 0; 0, 0]

/-- The square of the model matrix `K` is the identity. -/
theorem modelK_sq : modelK ^ 2 = 1 := by
  ext i j
  fin_cases i <;> fin_cases j <;> simp [modelK, sq, Matrix.mul_apply, Fin.sum_univ_two]
```

The normalised vector \(\psi=(1,0)\) has nonrelativistic energy \(7/6\). With \(c=1\), the components \(\varphi=(1,0)\) and \(s=(0,1/3)\) solve the Dirac equation at energy \(1\). Both sides of the shift relation are then \(-1/3\). The proof checks each equation entry by entry.

```lean
/-- In the two-level model `(1, 0)` is a nonrelativistic eigenvector with energy `7/6`, and
`(1, 0)`, `(0, 1/3)` solve the Dirac equation with `c = 1` and energy `1`. -/
theorem dirac_energy_shift_witness :
    modelK.IsHermitian ∧ modelV.IsHermitian ∧
    hamiltonian modelK modelV *ᵥ ![1, 0] = ((7 / 6 : ℝ) : ℂ) • ![1, 0] ∧
    DiracEquation modelK modelV 1 1 ![1, 0] ![0, 1 / 3] := by
  refine ⟨?_, ?_, ?_, ?_, ?_⟩
  · ext i j
    fin_cases i <;> fin_cases j <;> simp [modelK]
  · ext i j
    fin_cases i <;> fin_cases j <;> simp [modelV]
  · rw [hamiltonian, modelK_sq]
    ext i
    fin_cases i <;> norm_num [modelV, Matrix.mulVec, dotProduct, Fin.sum_univ_two]
  · ext i
    fin_cases i <;> norm_num [modelK, modelV, Matrix.mulVec, dotProduct, Fin.sum_univ_two]
  · ext i
    simp only [Pi.add_apply, Pi.sub_apply, Pi.smul_apply, Matrix.mulVec, dotProduct,
      Fin.sum_univ_two]
    fin_cases i <;> norm_num [modelK, modelV]
```

Now keep this \(\psi\) but use the wrong trial energy \(1/6\). Then \(\rho=\psi\), and the residual term is \(1/4\). The direct correction is \(-1/24\) and the Pauli correction is \(-7/24\), which differ by that amount. An exact eigenvector paired with a wrong energy is therefore enough to separate them. Lean evaluates the double commutator and then both corrections.

```lean
/-- In the two-level model with trial energy `1/6`, the vector `(1, 0)` has direct correction
`-1/24` and Pauli correction `-7/24`. -/
theorem corrections_differ :
    directCorrection modelK modelV (1 / 6) ![1, 0] = -1 / 24 ∧
    pauliCorrection modelK modelV ![1, 0] = -7 / 24 := by
  have h4 : modelK ^ 4 = 1 := by
    rw [show 4 = 2 * 2 from rfl, pow_mul, modelK_sq, one_pow]
  have hD : doubleComm modelK modelV = !![4 / 3, 0; 0, -4 / 3] := by
    ext i j
    fin_cases i <;> fin_cases j <;>
      norm_num [doubleComm, modelK, modelV, Matrix.mul_apply, Fin.sum_univ_two]
  constructor
  · norm_num [directCorrection, modelK, modelV, Matrix.mulVec, dotProduct, Fin.sum_univ_two]
  · rw [pauliCorrection, h4, hD]
    norm_num [Matrix.mulVec, dotProduct, Fin.sum_univ_two]

end

end DirectPerturbationTheory
```

```lean
#print axioms DirectPerturbationTheory.dirac_energy_shift
#print axioms DirectPerturbationTheory.direct_eq_pauli_add_residual
#print axioms DirectPerturbationTheory.direct_eq_pauli_of_eigenvector
#print axioms DirectPerturbationTheory.corrections_differ
```

```
'DirectPerturbationTheory.dirac_energy_shift' depends on axioms: [propext, Classical.choice, Quot.sound]
'DirectPerturbationTheory.direct_eq_pauli_add_residual' depends on axioms: [propext, Classical.choice, Quot.sound]
'DirectPerturbationTheory.direct_eq_pauli_of_eigenvector' depends on axioms: [propext, Classical.choice, Quot.sound]
'DirectPerturbationTheory.corrections_differ' depends on axioms: [propext, Classical.choice, Quot.sound]
```
